# For invertible symmetric responses, a neutralising background changes the linear-response $U$ from $F_{ii}$ to $F_{ii}-2r_i/(n+1)+T/(n+1)^2$

When a Hubbard $U$ is computed from linear response, a probing potential drives charge off a site, and that charge has to go somewhere; here whatever the other sites do not take up goes to one extra point, the background. There are $n$ sites. The matrix element $X_{ij}$ is the change of occupation of site $i$ per unit potential on site $j$, usually written $\chi_{ij}$. The matrix $X_0$ is the bare response, with the electronic potential held fixed, and $X$ is the self-consistent one. Without a background, the interaction matrix is $F=X_0^{-1}-X^{-1}$, with row sums $r_i$, column sums $c_j$ and total $T$, and the site $U$ is $F_{ii}$.

Once the background is included, the response matrices have no inverse, so the same nonzero constant is first added to every entry of both. With this convention, and for finitely many sites whose own responses $X_0$ and $X$ are invertible and symmetric, the result gives the exact change in the $U$ of DFT+U caused by including the background. Invertibility means that no nonzero pattern of site potentials leaves every site occupation unchanged.

```lean
import Mathlib

open Matrix

namespace LinearResponseBackground

noncomputable section
```

## A background that takes up the charge

Label the background $0$. Its row and column are fixed by two requirements: total charge is conserved, and a uniform potential does nothing. Hence
$$\bar X_{ij}=X_{ij},\quad \bar X_{i0}=-\sum_j X_{ij},\quad \bar X_{0j}=-\sum_i X_{ij},\quad \bar X_{00}=\sum_j\sum_i X_{ij}.$$
In Lean the sites form a finite type `ι`, and `Option ι` adds the background as `none`; site `i` becomes `some i`.

```lean
/-- The response matrix of the sites, bordered by a background (`none`) whose entries make every row
and every column sum to zero. -/
def bordered {ι : Type*} [Fintype ι] (X : Matrix ι ι ℝ) : Matrix (Option ι) (Option ι) ℝ
  | some i, some j => X i j
  | some i, none => -∑ j, X i j
  | none, some j => -∑ i, X i j
  | none, none => ∑ j, ∑ i, X i j
```

The matrix $J$ has every entry equal to one, on sites and background alike.

```lean
/-- The all-ones matrix `J` on sites and background. -/
def allOnes (ι : Type*) : Matrix (Option ι) (Option ι) ℝ := Matrix.of fun _ _ => 1
```

Two rectangular matrices organise the algebra. Let $e_a$ be the unit vector at point $a$. Column $j$ of $C$ is $e_j-e_0$: one unit of charge taken from the background and put on site $j$.

```lean
/-- Column `i` moves one unit of charge from the background to site `i`. -/
def transfer (ι : Type*) [DecidableEq ι] : Matrix (Option ι) ι ℝ
  | some i, j => if i = j then 1 else 0
  | none, _ => -1
```

Write $N=n+1$, and let $\mathbf 1$ be the vector of $N$ ones. Column $i$ of $D$ is $e_i-\mathbf 1/N$: a unit potential on site $i$, less its average over all $N$ points.

```lean
/-- Column `i` is a unit potential on site `i`, minus its average over sites and background. -/
def centred (ι : Type*) [Fintype ι] [DecidableEq ι] : Matrix (Option ι) ι ℝ :=
  Matrix.of fun a i => (if a = some i then 1 else 0) - ((Fintype.card ι : ℝ) + 1)⁻¹
```

The interaction inferred from the sites alone is $F=X_0^{-1}-X^{-1}$. The code calls it `siteKernel`.

```lean
/-- The interaction matrix `F = X0⁻¹ - X⁻¹` inferred without a background, for invertible
responses `X0` and `X`. -/
def siteKernel {ι : Type*} [Fintype ι] [DecidableEq ι] (X0 X : Matrix ι ι ℝ) :
    Matrix ι ι ℝ := X0⁻¹ - X⁻¹
```

With the background, a multiple $sJ$ is added to each bordered response before inversion, and the inferred interaction is
$$\bar F=(\bar X_0+sJ)^{-1}-(\bar X+sJ)^{-1}.$$
The constant $s$ stands for an artificial response of the total charge to a uniform potential, which a charge-conserving system lacks.

```lean
/-- The interaction matrix inferred from the bordered responses after adding `s J` to each,
for invertible `X0` and `X` and nonzero `s`. -/
def borderedKernel {ι : Type*} [Fintype ι] [DecidableEq ι] (s : ℝ) (X0 X : Matrix ι ι ℝ) :
    Matrix (Option ι) (Option ι) ℝ :=
  (bordered X0 + s • allOnes ι)⁻¹ - (bordered X + s • allOnes ι)⁻¹
```

## Why the shift is needed

For a site row, $\sum_j X_{ij}-\sum_j X_{ij}=0$. For the background row, $-\sum_j\sum_i X_{ij}+\sum_j\sum_i X_{ij}=0$. So every row of $\bar X$ sums to zero, and the columns do so by the same arithmetic.

```lean
variable {ι : Type*} [Fintype ι]

/-- Every row of the bordered response sums to zero. -/
theorem bordered_row_sum (X : Matrix ι ι ℝ) (a : Option ι) : ∑ b, bordered X a b = 0 := by
  cases a <;> simp [Fintype.sum_option, bordered]
```

Zero row sums say that $\bar X\mathbf 1=0$. Since $\mathbf 1\neq0$, the determinant vanishes and $\bar X$ has no inverse.

```lean
variable [DecidableEq ι]

/-- The bordered response is singular before the all-ones matrix is added. -/
theorem bordered_det (X : Matrix ι ι ℝ) : (bordered X).det = 0 := by
  -- a uniform potential produces no response
  refine Matrix.exists_mulVec_eq_zero_iff.mp ⟨fun _ => 1, ?_, ?_⟩
  · intro h
    exact one_ne_zero (congrFun h none)
  · funext a
    simpa only [Matrix.mulVec, dotProduct, mul_one, Pi.zero_apply] using bordered_row_sum X a
```

## Transfers and centred potentials

Any change of the occupations that conserves the total charge is a combination of transfers between the background and the sites; a move from one site to another is two such transfers. Multiplying out $CXC^{\mathsf T}$ gives $X_{ij}$ in the site block and minus the row or column sums on the border, with the total in the corner. Thus $\bar X=CXC^{\mathsf T}$.

```lean
/-- The bordered response is the site response acting through charge transfers between the
background and the sites. -/
theorem bordered_eq_transfer (X : Matrix ι ι ℝ) :
    bordered X = transfer ι * X * (transfer ι)ᵀ := by
  ext a b
  cases a <;> cases b <;> simp [bordered, transfer, Matrix.mul_apply]
```

The Lean proof compares entries in the four cases of site or background.

Next, $C$ and $D$ are dual:
$$(C^{\mathsf T}D)_{ij}=(e_i-e_0)\cdot(e_j-\mathbf 1/N)=\delta_{ij}-\tfrac1N+\tfrac1N=\delta_{ij}.$$
In the other order, a site row of $CD^{\mathsf T}$ has entries $\delta_{ab}-1/N$. The background row has $-1+n/N=-1/N$ in a site column and $n/N=1-1/N$ in its own column. Therefore $CD^{\mathsf T}=1-J/N$, which removes the average.

```lean
/-- Centred site potentials are dual to charge transfers, and together the two remove the
average over sites and background. -/
theorem transfer_centred_dual :
    (transfer ι)ᵀ * centred ι = 1 ∧
      transfer ι * (centred ι)ᵀ = 1 - ((Fintype.card ι : ℝ) + 1)⁻¹ • allOnes ι := by
  have hN : ((Fintype.card ι : ℝ) + 1) * ((Fintype.card ι : ℝ) + 1)⁻¹ = 1 :=
    mul_inv_cancel₀ (by positivity)
  constructor
  · ext i j
    simp [Matrix.mul_apply, Fintype.sum_option, transfer, centred, Matrix.one_apply]
  · ext a b
    rcases a with _ | i <;> rcases b with _ | j
    · simp [Matrix.mul_apply, transfer, centred, allOnes]
      linarith
    · simp [Matrix.mul_apply, transfer, centred, allOnes, Finset.sum_sub_distrib]
      linarith
    · simp [Matrix.mul_apply, transfer, centred, allOnes]
    · rcases eq_or_ne i j with rfl | h
      · simp [Matrix.mul_apply, transfer, centred, allOnes]
      · simp [Matrix.mul_apply, transfer, centred, allOnes, h, h.symm]
```

## The inverse of the shifted response

Three facts about $J$ are needed. The columns of $C$ and of $D$ sum to zero, so $C^{\mathsf T}J=0$ and $JD=0$; also $J^2=NJ$. Then
$$\begin{aligned}
&(CXC^{\mathsf T}+sJ)\Bigl(DX^{-1}D^{\mathsf T}+\frac{J}{sN^2}\Bigr)\\
&\quad=CX(C^{\mathsf T}D)X^{-1}D^{\mathsf T}+0+0+\frac{J^2}{N^2}\\
&\quad=CD^{\mathsf T}+\frac JN=1.
\end{aligned}$$

```lean
/-- For an invertible site response and a nonzero shift `s`, the shifted bordered response is
invertible, with the inverse given explicitly. -/
theorem shifted_mul_inverse (X : Matrix ι ι ℝ) (hX : IsUnit X.det) {s : ℝ} (hs : s ≠ 0) :
    (bordered X + s • allOnes ι) * (centred ι * X⁻¹ * (centred ι)ᵀ +
      (s * ((Fintype.card ι : ℝ) + 1) ^ 2)⁻¹ • allOnes ι) = 1 := by
  obtain ⟨hCD, hDC⟩ := transfer_centred_dual (ι := ι)
  have hN0 : (Fintype.card ι : ℝ) + 1 ≠ 0 := by positivity
  have hN := mul_inv_cancel₀ hN0
  have hCJ : (transfer ι)ᵀ * allOnes ι = 0 := by
    ext i b
    simp [Matrix.mul_apply, Fintype.sum_option, transfer, allOnes]
  have hJD : allOnes ι * centred ι = 0 := by
    ext a i
    simp [Matrix.mul_apply, centred, allOnes, Finset.sum_sub_distrib]
    linarith
  have hJJ : allOnes ι * allOnes ι = ((Fintype.card ι : ℝ) + 1) • allOnes ι := by
    ext a b
    simp [Matrix.mul_apply, allOnes]
  -- on charge-conserving changes the site inverse does the work
  have e1 : transfer ι * X * (transfer ι)ᵀ * (centred ι * X⁻¹ * (centred ι)ᵀ) =
      1 - ((Fintype.card ι : ℝ) + 1)⁻¹ • allOnes ι := by
    calc _ = transfer ι * (X * (((transfer ι)ᵀ * centred ι) * (X⁻¹ * (centred ι)ᵀ))) := by
          simp only [Matrix.mul_assoc]
      _ = transfer ι * ((X * X⁻¹) * (centred ι)ᵀ) := by
          rw [hCD, Matrix.one_mul, Matrix.mul_assoc]
      _ = _ := by rw [Matrix.mul_nonsing_inv _ hX, Matrix.one_mul, hDC]
  have e2 : transfer ι * X * (transfer ι)ᵀ * allOnes ι = 0 := by
    rw [Matrix.mul_assoc, hCJ, Matrix.mul_zero]
  have e3 : allOnes ι * (centred ι * X⁻¹ * (centred ι)ᵀ) = 0 := by
    rw [← Matrix.mul_assoc, ← Matrix.mul_assoc, hJD, Matrix.zero_mul, Matrix.zero_mul]
  -- the shift restores the uniform part
  have ht : s * (s * ((Fintype.card ι : ℝ) + 1) ^ 2)⁻¹ * ((Fintype.card ι : ℝ) + 1) =
      ((Fintype.card ι : ℝ) + 1)⁻¹ := by
    field_simp
  rw [bordered_eq_transfer]
  simp only [Matrix.add_mul, Matrix.mul_add, Matrix.smul_mul, Matrix.mul_smul, e1, e2, e3, hJJ]
  linear_combination (norm := module) ht • allOnes ι
```

The hypothesis `IsUnit X.det` is invertibility of $X$. The steps `e1`, `e2` and `e3` are the first three products of the expansion, and `ht` is the scalar identity that turns the $J^2$ term into $J/N$. The last line adds up the pieces.

## The inferred interaction

Both inverses contain the same term $J/(sN^2)$, which cancels in the difference. What remains is $\bar F=DFD^{\mathsf T}$ and, between sites,
$$\begin{aligned}
\bar F_{ij}&=\sum_{k,l}\Bigl(\delta_{ik}-\frac1N\Bigr)F_{kl}\Bigl(\delta_{jl}-\frac1N\Bigr)\\
&=F_{ij}-\frac{r_i+c_j}{n+1}+\frac{T}{(n+1)^2}.
\end{aligned}$$
The theorem states this for any invertible real $X_0$ and $X$, symmetric or not, and any nonzero $s$; the right-hand side does not contain $s$.

```lean
/-- For invertible responses and nonzero `s`, the interaction between sites `i` and `j` inferred
with the background is `F i j`, less the sums of row `i` and column `j` of `F` over `n + 1`,
plus the total of `F` over `(n + 1)²`. -/
theorem borderedKernel_apply (X0 X : Matrix ι ι ℝ) (h0 : IsUnit X0.det) (hX : IsUnit X.det)
    {s : ℝ} (hs : s ≠ 0) (i j : ι) :
    borderedKernel s X0 X (some i) (some j) = siteKernel X0 X i j
      - (∑ k, siteKernel X0 X i k + ∑ k, siteKernel X0 X k j) / ((Fintype.card ι : ℝ) + 1)
      + (∑ k, ∑ l, siteKernel X0 X k l) / ((Fintype.card ι : ℝ) + 1) ^ 2 := by
  -- the shift cancels in the difference of the inverses
  have hF : borderedKernel s X0 X = centred ι * siteKernel X0 X * (centred ι)ᵀ := by
    rw [borderedKernel, Matrix.inv_eq_right_inv (shifted_mul_inverse X0 h0 hs),
      Matrix.inv_eq_right_inv (shifted_mul_inverse X hX hs), siteKernel,
      Matrix.mul_sub, Matrix.sub_mul]
    abel
  rw [hF]
  generalize siteKernel X0 X = F
  have h1 : ∀ l, (centred ι * F) (some i) l =
      F i l - ((Fintype.card ι : ℝ) + 1)⁻¹ * ∑ k, F k l := by
    intro l
    simp [Matrix.mul_apply, centred, sub_mul, Finset.sum_sub_distrib, Finset.mul_sum]
  have h2 : ∀ v : ι → ℝ, ∑ l, v l * centred ι (some j) l =
      v j - (∑ l, v l) * ((Fintype.card ι : ℝ) + 1)⁻¹ := by
    intro v
    simp [centred, mul_sub, Finset.sum_sub_distrib, Finset.sum_mul]
  have hT : ∑ l, ∑ k, F k l = ∑ k, ∑ l, F k l := Finset.sum_comm
  rw [Matrix.mul_apply]
  simp only [Matrix.transpose_apply]
  rw [h2 (fun l => (centred ι * F) (some i) l)]
  simp only [h1, Finset.sum_sub_distrib, ← Finset.mul_sum]
  rw [hT]
  generalize (Fintype.card ι : ℝ) + 1 = N
  ring
```

In the proof, `hF` is the cancellation, while `h1` and `h2` carry out the sums with the left and right factors $D$.

If $X_0$ and $X$ are symmetric, so are their inverses and hence $F$. Then $c_i=r_i$, and the diagonal becomes
$$\bar F_{ii}=F_{ii}-\frac{2r_i}{n+1}+\frac{T}{(n+1)^2}.$$

```lean
/-- For invertible symmetric responses and nonzero `s`, the site `U` inferred with the background
is `F i i - 2 r i / (n + 1) + T / (n + 1)²`, with `r i` the row sum and `T` the total of `F`. -/
theorem inferred_site_U (X0 X : Matrix ι ι ℝ) (h0 : IsUnit X0.det) (hX : IsUnit X.det)
    (s0 : X0.IsSymm) (sX : X.IsSymm) {s : ℝ} (hs : s ≠ 0) (i : ι) :
    borderedKernel s X0 X (some i) (some i) = siteKernel X0 X i i
      - 2 * (∑ k, siteKernel X0 X i k) / ((Fintype.card ι : ℝ) + 1)
      + (∑ k, ∑ l, siteKernel X0 X k l) / ((Fintype.card ι : ℝ) + 1) ^ 2 := by
  have hsym : (siteKernel X0 X)ᵀ = siteKernel X0 X := by
    rw [siteKernel, Matrix.transpose_sub, Matrix.transpose_nonsing_inv,
      Matrix.transpose_nonsing_inv, s0.eq, sX.eq]
  have hcol : ∑ k, siteKernel X0 X k i = ∑ k, siteKernel X0 X i k :=
    Finset.sum_congr rfl fun k _ => congrFun (congrFun hsym i) k
  rw [borderedKernel_apply X0 X h0 hX hs, hcol]
  ring
```

The theorem is an identity between matrices. Applying it to a material requires one further physical step: treating all charge outside the chosen sites as a single reservoir that responds as the border prescribes.

## One site, and a purely on-site interaction

For $n=1$, the row sum, the column sum and the total all equal the single number $F$. The result is $F-2F/2+F/4=F/4$, so the diagonal entry for a single site is a quarter of $F$. The interaction for a transfer of charge between the site and the background is still $F$, because $\bar F=DFD^{\mathsf T}$ and $C^{\mathsf T}D=1$ give $C^{\mathsf T}\bar FC=F$. In Lean, `Unique κ` says that there is exactly one site, named `default`.

```lean
/-- With a single site, invertible responses and nonzero `s`, the inferred `U` is `F / 4`. -/
theorem inferred_U_single_site {κ : Type*} [Fintype κ] [DecidableEq κ] [Unique κ]
    (X0 X : Matrix κ κ ℝ) (h0 : IsUnit X0.det) (hX : IsUnit X.det) {s : ℝ} (hs : s ≠ 0) :
    borderedKernel s X0 X (some default) (some default) =
      siteKernel X0 X default default / 4 := by
  rw [borderedKernel_apply X0 X h0 hX hs]
  simp only [Finset.univ_unique, Finset.sum_singleton, Fintype.card_unique, Nat.cast_one]
  ring
```

If $F=U\cdot 1$, with the same $U$ on every site and nothing between sites, then $r_i=c_i=U$ and $T=nU$. Hence
$$\bar F_{ii}=U-\frac{2U}{n+1}+\frac{nU}{(n+1)^2}=U\,\frac{n^2+n-1}{(n+1)^2}.$$
The factor is $1/4$ for one site and $5/9$ for two, and it tends to one as $n$ grows.

```lean
/-- If `F` is purely on-site with the same `U` on all `n` sites, the responses are invertible and
`s` is nonzero, the inferred site value is `U (n² + n - 1) / (n + 1)²`. -/
theorem inferred_U_of_onsite (X0 X : Matrix ι ι ℝ) (h0 : IsUnit X0.det) (hX : IsUnit X.det)
    {s : ℝ} (hs : s ≠ 0) (U : ℝ) (hU : siteKernel X0 X = U • (1 : Matrix ι ι ℝ)) (i : ι) :
    borderedKernel s X0 X (some i) (some i) =
      U * ((Fintype.card ι : ℝ) ^ 2 + Fintype.card ι - 1) / ((Fintype.card ι : ℝ) + 1) ^ 2 := by
  have hr : ∀ i, ∑ k, (U • (1 : Matrix ι ι ℝ)) i k = U := by
    intro i
    simp [Matrix.one_apply]
  have hc : ∀ i, ∑ k, (U • (1 : Matrix ι ι ℝ)) k i = U := by
    intro i
    simp [Matrix.one_apply]
  have hN : (Fintype.card ι : ℝ) + 1 ≠ 0 := by positivity
  rw [borderedKernel_apply X0 X h0 hX hs, hU]
  simp only [hr, hc]
  simp only [Matrix.smul_apply, Matrix.one_apply_eq, smul_eq_mul, Finset.sum_const,
    Finset.card_univ, nsmul_eq_mul]
  field_simp
  ring

end

end LinearResponseBackground
```

```lean
#print axioms LinearResponseBackground.bordered_det
#print axioms LinearResponseBackground.inferred_site_U
#print axioms LinearResponseBackground.inferred_U_single_site
#print axioms LinearResponseBackground.inferred_U_of_onsite
```

```
'LinearResponseBackground.bordered_det' depends on axioms: [propext, Classical.choice, Quot.sound]
'LinearResponseBackground.inferred_site_U' depends on axioms: [propext, Classical.choice, Quot.sound]
'LinearResponseBackground.inferred_U_single_site' depends on axioms: [propext, Classical.choice, Quot.sound]
'LinearResponseBackground.inferred_U_of_onsite' depends on axioms: [propext, Classical.choice, Quot.sound]
```

## Two sites with numbers

Take responses in eV$^{-1}$:
$$X_0=\begin{pmatrix}-1&0\\0&-1\end{pmatrix},\qquad X=-\frac1{24}\begin{pmatrix}5&-1\\-1&5\end{pmatrix}.$$
Their inverses are $-1$ times the identity and $-\begin{pmatrix}5&1\\1&5\end{pmatrix}$, so
$$F=\begin{pmatrix}4&1\\1&4\end{pmatrix}\ \text{eV}.$$
Here $r_1=5$ eV and $T=10$ eV. The site $U$ of $4$ eV becomes $4-10/3+10/9=16/9\approx1.78$ eV.

The direct route agrees. With $s=1$ eV$^{-1}$ and the background last, the shifted bare response is
$$\bar X_0+J=\begin{pmatrix}0&1&2\\1&0&2\\2&2&-1\end{pmatrix},$$
whose determinant is $9$ and whose inverse has first entry $-4/9$. The same steps for $X$ give
$$\bar X+J=\frac1{24}\begin{pmatrix}19&25&28\\25&19&28\\28&28&16\end{pmatrix},$$
whose inverse has first entry $-20/9$. The difference is again $16/9$ eV.

## Where the border enters a calculation

In a supercell calculation, a small potential shift is applied to the localised orbitals of one site, and the occupations of all sites are recorded twice: before the electronic potential has readjusted, and at self-consistency. The slopes against the shift form one column of $X_0$ and one column of $X$. Without a background, the two matrices are inverted once all columns are filled. If a background is included in the way described here, the negative row and column sums are first appended to each matrix, with the total in the corner, and a nonzero constant $s$ is added to every entry; then both are inverted. The site $U$ is read from the diagonal of the difference.
